# An operator that acts only through the component in one sector annihilates every other sector

Let a state space `V` be the internal direct sum of subspaces `W i`, the sectors, and let `φ` be any linear map from `W i` to `W j`. The operator `transfer h φ` takes the component of a vector in `W i`, applies `φ` to it, and regards the result as a vector of `V`; the lemma `transfer_ne` says that it sends every vector `w` of a sector `W l` with `l ≠ i` to zero. The field is arbitrary, and neither an inner product, nor normalised vectors, nor finite dimension is assumed. The proof first shows that the component of `w` in `W i` is zero, by writing `w` as an element of the direct sum with its only entry at `l`, and then uses that `φ` sends zero to zero.

As first written in Lean, the proof fails:

```lean
import Mathlib

open scoped InnerProductSpace

namespace RepeatedSpecies

noncomputable section

variable {k G V ι : Type*} [Field k] [Group G] [AddCommGroup V] [Module k V] [DecidableEq ι]

variable {W : ι → Submodule k V}

/-- The component of a vector in the summand `W i`. -/
def part (h : DirectSum.IsInternal W) (i : ι) : V →ₗ[k] W i :=
  DirectSum.component k ι (fun j => W j) i ∘ₗ
    (LinearEquiv.ofBijective (DirectSum.coeLinearMap W) h).symm.toLinearMap

/-- The operator on the whole space that applies `φ` to the component in `W i`. -/
def transfer (h : DirectSum.IsInternal W) {i j : ι} (φ : W i →ₗ[k] W j) : Module.End k V :=
  (W j).subtype ∘ₗ φ ∘ₗ part h i

private theorem symm_coe (h : DirectSum.IsInternal W) (l : ι) (w : W l) :
    (LinearEquiv.ofBijective (DirectSum.coeLinearMap W) h).symm (w : V) =
      DirectSum.lof k ι (fun j => W j) l w := by
  rw [LinearEquiv.symm_apply_eq]
  exact (DirectSum.coeLinearMap_lof W l w).symm

private theorem transfer_ne (h : DirectSum.IsInternal W) {i j l : ι} (φ : W i →ₗ[k] W j)
    (hl : l ≠ i) (w : W l) : transfer h φ (w : V) = 0 := by
  have : part h i (w : V) = 0 := by
    change DirectSum.component k ι (fun j => W j) i (_ : DirectSum ι fun j => W j) = 0
    erw [symm_coe h l w]
    rw [DirectSum.component.of, dif_neg hl.symm]
  change ((φ (part h i (w : V)) : W j) : V) = 0
  rw [this, map_zero, Submodule.coe_zero]

end

end RepeatedSpecies
```

Messages:

```
Main.lean:33:32: error: Tactic `rewrite` failed: Did not find an occurrence of the pattern
  dite (i = l) ?m.92 ?m.93
in the target expression
  (if h : l = i then Eq.recOn h w else 0) = 0

k : Type u_1
V : Type u_3
ι : Type u_4
inst✝³ : Field k
inst✝² : AddCommGroup V
inst✝¹ : Module k V
inst✝ : DecidableEq ι
W : ι → Submodule k V
h : DirectSum.IsInternal W
i j l : ι
φ : ↥(W i) →ₗ[k] ↥(W j)
hl : l ≠ i
w : ↥(W l)
⊢ (if h : l = i then Eq.recOn h w else 0) = 0
```

What went wrong. The one error is a mismatch in the direction of an inequality. After the rewrite with `DirectSum.component.of`, the component is given by a case distinction on `l = i`: it is `w`, carried over to `W i`, if the indices agree, and `0` otherwise. To choose the second case, `dif_neg` needs a proof that `l = i` is false, and this is just what `hl : l ≠ i` says. The attempt passed `hl.symm`, which is a proof of `i ≠ l`, so `rw` looked for a case distinction on `i = l`. The two conditions are logically equivalent, but they are different expressions, and `rw` found no match.

The repair uses `hl` as it stands. `dif_neg hl` then says that the case distinction equals its second branch, here `0`, which is the remaining goal, so `exact` closes it. Dropping `.symm` is what cures the reported mismatch; nothing in the message calls for moving `dif_neg` from the `rw` to a line of its own.

The mended proof, as a diff:

```diff
@@ -31,5 +31,6 @@
     change DirectSum.component k ι (fun j => W j) i (_ : DirectSum ι fun j => W j) = 0
     erw [symm_coe h l w]
-    rw [DirectSum.component.of, dif_neg hl.symm]
+    rw [DirectSum.component.of]
+    exact dif_neg hl
   change ((φ (part h i (w : V)) : W j) : V) = 0
   rw [this, map_zero, Submodule.coe_zero]
```
